# For p > 0, the squared t-th derivative of exp(−px²) integrates to (2t−1)!! pᵗ √(π/(2p))

An s-type Gaussian $e^{-px^2}$ sits on an atom, and I build functions of higher order from it by differentiating: one derivative gives a p-like shape with a node at the nucleus, and further derivatives give further nodes. These functions are called Hermite Gaussians. To use one as a normalised function I need its overlap with itself, and the formula I know is

$$\int_{-\infty}^{\infty}\left(\frac{d^t}{dx^t}e^{-px^2}\right)^2dx=(2t-1)!!\;p^t\sqrt{\frac{\pi}{2p}},\qquad p>0,\quad (-1)!!=1.$$

I have checked it for small $t$, but I would like a derivation that holds for every order at once, made rigorous and checked by machine, including the fact that the integral converges. Can this be done in Lean?

## Moving derivatives by parts, then lowering the order by two

Yes. Integration by parts and a three-term recurrence are enough, and they also give the overlap of two different orders whenever the sum of the orders is even.

Write $\Lambda_t(x)=\frac{d^t}{dx^t}e^{-px^2}$, so that $\Lambda_0=e^{-px^2}$. Each $\Lambda_t$ is a polynomial $P_t$ times $\Lambda_0$: we have $P_0=1$, and the product rule gives

$$P_{t+1}=P_t'-2pxP_t.$$

Hence $\Lambda_s\Lambda_t=P_sP_t\,e^{-2px^2}$. For $p>0$ this is integrable and vanishes at $\pm\infty$.

**By parts.** The derivative of $\Lambda_s\Lambda_t$ is $\Lambda_{s+1}\Lambda_t+\Lambda_s\Lambda_{t+1}$, and its integral over the line is zero. Therefore

$$\int\Lambda_{s+1}\Lambda_t\,dx=-\int\Lambda_s\Lambda_{t+1}\,dx.$$

Applying this $s$ times moves all derivatives onto the second factor:

$$\int\Lambda_s\Lambda_t\,dx=(-1)^s I_{s+t},\qquad I_m=\int\Lambda_0\Lambda_m\,dx.$$

**Recurrence.** The first derivative is $\Lambda_1=-2px\Lambda_0$. Differentiating once more gives $\Lambda_2=-2p(x\Lambda_1+\Lambda_0)$, which is the case $t=0$ of

$$\Lambda_{t+2}=-2p\left(x\Lambda_{t+1}+(t+1)\Lambda_t\right).$$

If this holds for $t$, its derivative is

$$\Lambda_{t+3}=-2p\left(\Lambda_{t+1}+x\Lambda_{t+2}+(t+1)\Lambda_{t+1}\right)=-2p\left(x\Lambda_{t+2}+(t+2)\Lambda_{t+1}\right),$$

which is the same relation for $t+1$.

**Lowering the order.** Multiply the recurrence, with $t=m$, by $\Lambda_0$ and integrate. Since $-2px\Lambda_0=\Lambda_1$,

$$I_{m+2}=\int\Lambda_1\Lambda_{m+1}\,dx-2p(m+1)I_m=-I_{m+2}-2p(m+1)I_m,$$

where the last step is integration by parts. Solving for $I_{m+2}$ gives $I_{m+2}=-p(m+1)I_m$.

The starting value is the Gaussian integral $I_0=\int e^{-2px^2}dx=\sqrt{\pi/(2p)}$. Going from $m=2n$ to $m=2n+2$ contributes the factor $-p(2n+1)$, so

$$I_{2n}=(-p)^n(2n-1)!!\sqrt{\frac{\pi}{2p}}.$$

For $s+t=2n$ the overlap is thus $(-1)^s(-p)^n(2n-1)!!\sqrt{\pi/(2p)}$. For $s=t$ we have $n=t$, the signs combine to $(-1)^t(-p)^t=p^t$, and the formula in the question follows.

## What the Lean theorems say

`hermiteGaussian p t` is $\Lambda_t$, defined as Mathlib's iterated derivative of the real function $e^{-px^2}$. The derivative is taken in $x$, with the centre at the origin. Hermite Gaussians are often defined by differentiating with respect to the centre instead; this multiplies $\Lambda_t$ by $(-1)^t$ and leaves the self-overlap unchanged.

`oddDoubleFactorial n` is the product of the first $n$ odd numbers, that is, $(2n-1)!!$. At $n=0$ it is the empty product, so the convention $(-1)!!=1$ is built in. The theorem `oddDoubleFactorial_succ_eq` ties it to Mathlib's double factorial: the product of the first $n+1$ odd numbers is $(2n+1)!!$.

There are three final results, each for real $p$ with the hypothesis `0 < p`, which says that the Gaussian decays away from its centre:

- `overlap_of_add_eq_two_mul` gives the overlap of orders $s$ and $t$ when $s+t=2n$.
- `self_overlap` states that $\Lambda_t^2$ is integrable and that its integral is $(2t-1)!!\,p^t\sqrt{\pi/(2p)}$, for every natural $t$. Integrability is stated explicitly because the question asks for it. It also follows from the value: Lean assigns zero to the integral of a non-integrable function, and the value here is positive.
- `normalised_self_overlap` states that $\Lambda_t$ divided by $\sqrt{(2t-1)!!\,p^t\sqrt{\pi/(2p)}}$ has a square that integrates to one.

The setting is one-dimensional, with a single exponent and a single centre. Overlaps between different exponents or different centres, contracted functions, and pairs with odd $s+t$ are not treated. In electronic structure work with Gaussian functions, the result supplies the normalisation constant for one Cartesian factor of a single uncontracted Hermite Gaussian.

Orders zero and one are, up to normalisation, the two lowest harmonic-oscillator eigenfunctions. From order two on, the functions here are not oscillator eigenfunctions, although Hermite polynomials appear in both. Different orders need not be orthogonal here: with $s=0$ and $t=2$, the general formula gives the overlap $-p\sqrt{\pi/(2p)}$.

```lean
import Mathlib

open MeasureTheory

namespace HermiteGaussianOverlap

noncomputable section

/-- The Hermite Gaussian of order `t` and exponent `p`: the `t`-th derivative of `exp (-p x²)`. -/
def hermiteGaussian (p : ℝ) (t : ℕ) : ℝ → ℝ :=
  iteratedDeriv t fun x => Real.exp (-p * x ^ 2)

/-- The product `1 · 3 · 5 ⋯ (2n - 1)` of the first `n` odd numbers, written `(2n - 1)!!`;
it is `1` for `n = 0`. -/
def oddDoubleFactorial (n : ℕ) : ℕ := ∏ k ∈ Finset.range n, (2 * k + 1)

/-- The product of the first `n + 1` odd numbers is the double factorial of `2n + 1`. -/
theorem oddDoubleFactorial_succ_eq (n : ℕ) :
    oddDoubleFactorial (n + 1) = Nat.doubleFactorial (2 * n + 1) := by
  induction n with
  | zero => simp [oddDoubleFactorial, Nat.doubleFactorial]
  | succ n ih =>
    have h : oddDoubleFactorial (n + 1 + 1) = oddDoubleFactorial (n + 1) * (2 * (n + 1) + 1) :=
      Finset.prod_range_succ _ _
    rw [h, ih, show 2 * (n + 1) + 1 = (2 * n + 1) + 2 by ring, Nat.doubleFactorial_add_two]
    ring

/-- The slope of the Gaussian `exp (-p x²)` is `-2 p x exp (-p x²)`. -/
theorem hasDerivAt_gaussian (p x : ℝ) :
    HasDerivAt (fun y : ℝ => Real.exp (-p * y ^ 2)) (-2 * p * x * Real.exp (-p * x ^ 2)) x := by
  have e : (fun y : ℝ => Real.exp (-p * y ^ 2)) = fun y => Real.exp (-p * (y * y)) := by
    funext y
    rw [pow_two]
  have h := (((hasDerivAt_id' x).fun_mul (hasDerivAt_id' x)).const_mul (-p)).exp
  rw [e]
  exact h.congr_deriv (by rw [pow_two]; ring)

/-- Every Hermite Gaussian is a polynomial times the Gaussian it is derived from. -/
theorem hermiteGaussian_eq_polynomial_mul (p : ℝ) (t : ℕ) :
    ∃ P : Polynomial ℝ, ∀ x, hermiteGaussian p t x = P.eval x * Real.exp (-p * x ^ 2) := by
  induction t with
  | zero => exact ⟨1, fun x => by simp [hermiteGaussian]⟩
  | succ t ih =>
    obtain ⟨P, hP⟩ := ih
    refine ⟨P.derivative - Polynomial.C (2 * p) * Polynomial.X * P, fun x => ?_⟩
    have hf : hermiteGaussian p t = fun y => P.eval y * Real.exp (-p * y ^ 2) := funext hP
    have hd := (P.hasDerivAt x).fun_mul (hasDerivAt_gaussian p x)
    have hs : hermiteGaussian p (t + 1) x = deriv (hermiteGaussian p t) x := by
      unfold hermiteGaussian
      rw [iteratedDeriv_succ]
    rw [hs, hf, hd.deriv]
    simp only [Polynomial.eval_sub, Polynomial.eval_mul, Polynomial.eval_C, Polynomial.eval_X]
    ring

/-- Differentiating a Hermite Gaussian raises its order by one. -/
theorem hasDerivAt_hermiteGaussian (p : ℝ) (t : ℕ) (x : ℝ) :
    HasDerivAt (hermiteGaussian p t) (hermiteGaussian p (t + 1) x) x := by
  obtain ⟨P, hP⟩ := hermiteGaussian_eq_polynomial_mul p t
  have hf : hermiteGaussian p t = fun y => P.eval y * Real.exp (-p * y ^ 2) := funext hP
  have hd : DifferentiableAt ℝ (hermiteGaussian p t) x := by
    rw [hf]
    exact ((P.hasDerivAt x).fun_mul (hasDerivAt_gaussian p x)).differentiableAt
  have hs : hermiteGaussian p (t + 1) x = deriv (hermiteGaussian p t) x := by
    unfold hermiteGaussian
    rw [iteratedDeriv_succ]
  rw [hs]
  exact hd.hasDerivAt

/-- The product of two Hermite Gaussians of the same positive exponent is integrable. -/
theorem integrable_mul {p : ℝ} (hp : 0 < p) (s t : ℕ) :
    Integrable fun x => hermiteGaussian p s x * hermiteGaussian p t x := by
  -- a polynomial times a Gaussian is integrable, monomial by monomial
  have key : ∀ R : Polynomial ℝ,
      Integrable fun x : ℝ => R.eval x * Real.exp (-(2 * p) * x ^ 2) := by
    intro R
    induction R using Polynomial.induction_on' with
    | add P Q hP hQ =>
      refine (hP.add hQ).congr (ae_of_all _ fun x => ?_)
      simp only [Pi.add_apply, Polynomial.eval_add, add_mul]
    | monomial n a =>
      have hn : (-1 : ℝ) < (n : ℝ) := by
        have := Nat.cast_nonneg (α := ℝ) n
        linarith
      have h2 : 0 < 2 * p := by linarith
      refine ((integrable_rpow_mul_exp_neg_mul_sq h2 hn).const_mul a).congr
        (ae_of_all _ fun x => ?_)
      simp only [Real.rpow_natCast, Polynomial.eval_monomial, mul_assoc]
  obtain ⟨P, hP⟩ := hermiteGaussian_eq_polynomial_mul p s
  obtain ⟨Q, hQ⟩ := hermiteGaussian_eq_polynomial_mul p t
  refine (key (P * Q)).congr (ae_of_all _ fun x => ?_)
  have he : Real.exp (-(2 * p) * x ^ 2) = Real.exp (-p * x ^ 2) * Real.exp (-p * x ^ 2) := by
    rw [← Real.exp_add]
    congr 1
    ring
  simp only [hP, hQ, Polynomial.eval_mul, he]
  ring

/-- Integration by parts for `p > 0`: in an overlap, one derivative moves from the first Hermite
Gaussian to the second at the cost of a sign. -/
theorem overlap_by_parts {p : ℝ} (hp : 0 < p) (s t : ℕ) :
    ∫ x, hermiteGaussian p (s + 1) x * hermiteGaussian p t x
      = -∫ x, hermiteGaussian p s x * hermiteGaussian p (t + 1) x := by
  have h : ∫ x, (hermiteGaussian p (s + 1) x * hermiteGaussian p t x
      + hermiteGaussian p s x * hermiteGaussian p (t + 1) x) = 0 :=
    integral_eq_zero_of_hasDerivAt_of_integrable
      (fun x => (hasDerivAt_hermiteGaussian p s x).fun_mul (hasDerivAt_hermiteGaussian p t x))
      ((integrable_mul hp (s + 1) t).add (integrable_mul hp s (t + 1))) (integrable_mul hp s t)
  rw [integral_add (integrable_mul hp (s + 1) t) (integrable_mul hp s (t + 1))] at h
  linarith

/-- The recurrence of Hermite Gaussians: order one is `-2 p x` times order zero, and each
higher order is a combination of the two orders below it. -/
theorem hermiteGaussian_recurrence (p : ℝ) :
    (∀ x, hermiteGaussian p 1 x = -2 * p * x * hermiteGaussian p 0 x) ∧
    ∀ (t : ℕ) (x : ℝ), hermiteGaussian p (t + 2) x
      = -2 * p * (x * hermiteGaussian p (t + 1) x + ((t : ℝ) + 1) * hermiteGaussian p t x) := by
  have h1 : ∀ x, hermiteGaussian p 1 x = -2 * p * x * hermiteGaussian p 0 x := by
    intro x
    have h0 : hermiteGaussian p 0 = fun y => Real.exp (-p * y ^ 2) := by
      unfold hermiteGaussian
      exact iteratedDeriv_zero
    have h := hasDerivAt_hermiteGaussian p 0 x
    rw [h0] at h
    rw [h0]
    exact h.unique (hasDerivAt_gaussian p x)
  refine ⟨h1, fun t => ?_⟩
  -- differentiate the previous relation
  induction t with
  | zero =>
    intro x
    have h := hasDerivAt_hermiteGaussian p 1 x
    rw [funext h1] at h
    have h2 := ((hasDerivAt_id' x).const_mul (-2 * p)).fun_mul (hasDerivAt_hermiteGaussian p 0 x)
    refine (h.unique h2).trans ?_
    simp only [Nat.cast_zero, zero_add]
    ring
  | succ t ih =>
    intro x
    have h := hasDerivAt_hermiteGaussian p (t + 2) x
    rw [funext ih] at h
    have h2 := (((hasDerivAt_id' x).fun_mul (hasDerivAt_hermiteGaussian p (t + 1) x)).fun_add
      ((hasDerivAt_hermiteGaussian p t x).const_mul ((t : ℝ) + 1))).const_mul (-2 * p)
    refine (h.unique h2).trans ?_
    push_cast
    ring

/-- Overlap of two Hermite Gaussians with the same centre and the same exponent `p > 0`, whose
orders add up to `2n`: it equals `(-1)^s (-p)^n (2n - 1)!! √(π / (2p))`. -/
theorem overlap_of_add_eq_two_mul {p : ℝ} (hp : 0 < p) {s t n : ℕ} (hst : s + t = 2 * n) :
    ∫ x, hermiteGaussian p s x * hermiteGaussian p t x
      = (-1) ^ s * ((-p) ^ n * oddDoubleFactorial n * Real.sqrt (Real.pi / (2 * p))) := by
  -- move all derivatives onto the second factor
  have shift : ∀ s t : ℕ, ∫ x, hermiteGaussian p s x * hermiteGaussian p t x
      = (-1) ^ s * ∫ x, hermiteGaussian p 0 x * hermiteGaussian p (s + t) x := by
    intro s
    induction s with
    | zero => intro t; simp
    | succ s ih =>
      intro t
      rw [overlap_by_parts hp, ih (t + 1), show s + 1 + t = s + (t + 1) by omega, pow_succ]
      ring
  -- the recurrence lowers the order by two
  have step : ∀ m : ℕ, ∫ x, hermiteGaussian p 0 x * hermiteGaussian p (m + 2) x
      = -p * ((m : ℝ) + 1) * ∫ x, hermiteGaussian p 0 x * hermiteGaussian p m x := by
    intro m
    have h : ∫ x, hermiteGaussian p 0 x * hermiteGaussian p (m + 2) x
        = ∫ x, (hermiteGaussian p 1 x * hermiteGaussian p (m + 1) x
          + (-2 * p * ((m : ℝ) + 1)) * (hermiteGaussian p 0 x * hermiteGaussian p m x)) := by
      refine integral_congr_ae (ae_of_all _ fun x => ?_)
      simp only [(hermiteGaussian_recurrence p).2 m x, (hermiteGaussian_recurrence p).1 x]
      ring
    rw [integral_add (integrable_mul hp 1 (m + 1)) ((integrable_mul hp 0 m).const_mul _),
      integral_const_mul] at h
    have hparts : ∫ x, hermiteGaussian p 1 x * hermiteGaussian p (m + 1) x
        = -∫ x, hermiteGaussian p 0 x * hermiteGaussian p (m + 2) x := overlap_by_parts hp 0 (m + 1)
    linear_combination (h + hparts) / 2
  rw [shift, hst]
  congr 1
  clear hst
  induction n with
  | zero =>
    have h : ∀ x, hermiteGaussian p 0 x * hermiteGaussian p 0 x
        = Real.exp (-(2 * p) * x ^ 2) := by
      intro x
      simp only [hermiteGaussian, iteratedDeriv_zero]
      rw [← Real.exp_add]
      congr 1
      ring
    simp only [Nat.mul_zero, h, integral_gaussian]
    simp [oddDoubleFactorial]
  | succ n ih =>
    have hodd : oddDoubleFactorial (n + 1) = oddDoubleFactorial n * (2 * n + 1) :=
      Finset.prod_range_succ _ _
    rw [show 2 * (n + 1) = 2 * n + 2 by ring, step, ih, hodd]
    push_cast
    ring

/-- Self-overlap of a Hermite Gaussian with `p > 0`: the square of the `t`-th derivative of `exp (-p
x²)` is integrable, and its integral over the line is `(2t - 1)!! p^t √(π / (2p))`. -/
theorem self_overlap {p : ℝ} (hp : 0 < p) (t : ℕ) :
    Integrable (fun x => hermiteGaussian p t x ^ 2) ∧
    ∫ x, hermiteGaussian p t x ^ 2
      = oddDoubleFactorial t * p ^ t * Real.sqrt (Real.pi / (2 * p)) := by
  simp only [pow_two (hermiteGaussian p t _)]
  refine ⟨integrable_mul hp t t, ?_⟩
  rw [overlap_of_add_eq_two_mul hp (two_mul t).symm]
  -- the two alternating signs cancel
  have hsign : (-1 : ℝ) ^ t * (-p) ^ t = p ^ t := by
    rw [← mul_pow]
    congr 1
    ring
  linear_combination (oddDoubleFactorial t * Real.sqrt (Real.pi / (2 * p))) * hsign

/-- For `p > 0`, dividing a Hermite Gaussian by the square root of `(2t - 1)!! p^t √(π / (2p))`
gives a function whose square integrates to one. -/
theorem normalised_self_overlap {p : ℝ} (hp : 0 < p) (t : ℕ) :
    ∫ x, (hermiteGaussian p t x
      / Real.sqrt (oddDoubleFactorial t * p ^ t * Real.sqrt (Real.pi / (2 * p)))) ^ 2 = 1 := by
  have hodd : (0 : ℝ) < oddDoubleFactorial t := by
    have h : 0 < oddDoubleFactorial t := Finset.prod_pos fun k _ => by omega
    exact_mod_cast h
  have hN : 0 < oddDoubleFactorial t * p ^ t * Real.sqrt (Real.pi / (2 * p)) := by
    have hpi := Real.pi_pos
    positivity
  simp only [div_pow, Real.sq_sqrt hN.le]
  rw [integral_div, (self_overlap hp t).2, div_self hN.ne']

end

end HermiteGaussianOverlap
```

```lean
#print axioms HermiteGaussianOverlap.oddDoubleFactorial_succ_eq
#print axioms HermiteGaussianOverlap.self_overlap
#print axioms HermiteGaussianOverlap.normalised_self_overlap
```

```
'HermiteGaussianOverlap.oddDoubleFactorial_succ_eq' depends on axioms: [propext, Classical.choice, Quot.sound]
'HermiteGaussianOverlap.self_overlap' depends on axioms: [propext, Classical.choice, Quot.sound]
'HermiteGaussianOverlap.normalised_self_overlap' depends on axioms: [propext, Classical.choice, Quot.sound]
```

## How the proof follows the calculation

`hasDerivAt_gaussian` is the derivative of $e^{-px^2}$. `hermiteGaussian_eq_polynomial_mul` proves the polynomial form by induction on $t$, and the polynomial supplied in the induction step is exactly $P_t'-2pxP_t$. From this form, `hasDerivAt_hermiteGaussian` concludes that $\Lambda_t$ is differentiable everywhere, with derivative $\Lambda_{t+1}$.

`integrable_mul` establishes convergence. It first shows that any polynomial times $e^{-2px^2}$ is integrable, by treating monomials with a Mathlib lemma and then adding them up. It then applies this to $P_sP_t$.

`overlap_by_parts` uses the Mathlib theorem that the integral of a derivative over the whole line is zero when both the function and its derivative are integrable. The boundary terms therefore need no separate limit: the two integrability conditions, both supplied by `integrable_mul`, take care of them.

`hermiteGaussian_recurrence` holds for every real $p$, since it involves no integral. In each induction step the left side of the known relation has derivative $\Lambda_{t+3}$, while the product rule computes the derivative of the right side. Uniqueness of the derivative, invoked as `h.unique h2`, equates the two, and `ring` collects the terms.

The main argument is in `overlap_of_add_eq_two_mul`, in three parts:

- `shift` moves all $s$ derivatives onto the second factor, by induction on $s$ with $t$ left free, because $t$ grows by one at each move.
- `step` is the relation $I_{m+2}=-p(m+1)I_m$. Here `h` is the integrated recurrence and `hparts` is the integration by parts. The line `linear_combination (h + hparts) / 2` solves for $I_{m+2}$, which appears on both sides; this is where the factor $2p$ becomes $p$.
- The closing induction on $n$ starts from Mathlib's `integral_gaussian` with exponent $2p$, and each application of `step` brings in the next odd number.

`self_overlap` sets $s=t$, takes integrability from `integrable_mul`, and cancels the signs through `hsign`. `normalised_self_overlap` first checks that the self-overlap is positive, so that its square root squares back to it and the division is legitimate; the integral is then the self-overlap divided by itself.
